# Ising correlations are bounded by those of the model with couplings $|J_B|$

In a finite system of classical Ising spins with arbitrary real couplings $J_B$ on sets $B$ of spins, no thermal correlation exceeds in absolute value the same correlation computed with every $J_B$ replaced by $|J_B|$. Here a correlation is the thermal average of a product of spins, with no product of averages subtracted. The replacement removes all frustration, so in this comparison frustration weakens a correlation or leaves its strength unchanged.

```lean
import Mathlib

namespace FrustrationWeakensCorrelations

noncomputable section

variable {ι : Type*}

/-- A configuration assigns to each site an Ising spin, `1` or `-1`. -/
abbrev Config (ι : Type*) := ι → ℤˣ

/-- The product `s_B` of the spins in the set `B`, as a real number. -/
def spinProd (B : Finset ι) (s : Config ι) : ℝ := ∏ i ∈ B, ((s i : ℤ) : ℝ)

/-- Spin products are multiplicative under sitewise multiplication of configurations. -/
theorem spinProd_mul (B : Finset ι) (s t : Config ι) :
    spinProd B (s * t) = spinProd B s * spinProd B t := by
  simp [spinProd, Finset.prod_mul_distrib]

/-- A product of Ising spins is `1` or `-1`. -/
theorem spinProd_eq (B : Finset ι) (s : Config ι) :
    spinProd B s = 1 ∨ spinProd B s = -1 := by
  apply mul_self_eq_one_iff.mp
  unfold spinProd
  rw [← Finset.prod_mul_distrib]
  refine Finset.prod_eq_one fun i _ => ?_
  rcases Int.units_eq_one_or (s i) with h | h <;> simp [h]

variable [Fintype ι]

/-- The Boltzmann weight `exp (∑_B J_B s_B)`, with the temperature absorbed in `J`. -/
def weight (J : Finset ι → ℝ) (s : Config ι) : ℝ :=
  Real.exp (∑ B, J B * spinProd B s)

variable [DecidableEq ι]

/-- The partition function, the sum of the Boltzmann weights. -/
def partitionFn (J : Finset ι → ℝ) : ℝ := ∑ s : Config ι, weight J s

/-- The thermal correlation `⟨s_A⟩` in the model with couplings `J`. -/
def corr (J : Finset ι → ℝ) (A : Finset ι) : ℝ :=
  (∑ s : Config ι, spinProd A s * weight J s) / partitionFn J

/-- The couplings `|J_B|` of the unfrustrated model. -/
def unfrustrated (J : Finset ι → ℝ) : Finset ι → ℝ := fun B => |J B|

/-- The partition function is positive. -/
theorem partitionFn_pos (J : Finset ι → ℝ) : 0 < partitionFn J :=
  Finset.sum_pos (fun _ _ => Real.exp_pos _) Finset.univ_nonempty

/-- A multiplicative real function of the spins has a nonnegative sum over all
configurations, also after weighting with nonnegative couplings on a family `T` of sets. -/
theorem ferro_sum_nonneg (K : Finset ι → ℝ) (hK : ∀ B, 0 ≤ K B) (T : Finset (Finset ι)) :
    ∀ χ : Config ι → ℝ, (∀ s t, χ (s * t) = χ s * χ t) →
      0 ≤ ∑ s, χ s * Real.exp (∑ B ∈ T, K B * spinProd B s) := by
  induction T using Finset.induction_on with
  | empty =>
    intro χ hχ
    simp only [Finset.sum_empty, Real.exp_zero, mul_one]
    by_cases h : ∀ g, χ g = 1
    · exact Finset.sum_nonneg fun s _ => by rw [h s]; exact zero_le_one
    · -- translation by `g` multiplies the sum by `χ g ≠ 1`, so the sum vanishes
      obtain ⟨g, hg⟩ := not_forall.mp h
      have e : ∑ s, χ (g * s) = ∑ s, χ s := Equiv.sum_comp (Equiv.mulLeft g) χ
      have e2 : χ g * ∑ s, χ s = ∑ s, χ s := by
        rw [Finset.mul_sum, ← e]
        exact Finset.sum_congr rfl fun s _ => (hχ g s).symm
      have e3 : (χ g - 1) * ∑ s, χ s = 0 := by linear_combination e2
      rcases mul_eq_zero.mp e3 with h0 | h0
      · exact absurd (sub_eq_zero.mp h0) hg
      · exact h0.ge
  | insert B T hB ih =>
    intro χ hχ
    have h1 := ih χ hχ
    have h2 := ih (fun s => χ s * spinProd B s)
      (fun s t => by simp only [hχ, spinProd_mul]; ring)
    -- exp (K s_B) = cosh K + s_B sinh K
    have hexp : ∀ s, Real.exp (K B * spinProd B s)
        = Real.cosh (K B) + spinProd B s * Real.sinh (K B) := by
      intro s
      rcases spinProd_eq B s with h | h
      · rw [h, mul_one, one_mul, Real.cosh_add_sinh]
      · rw [h, mul_neg_one, neg_one_mul, ← sub_eq_add_neg, Real.cosh_sub_sinh]
    have h : ∑ s, χ s * Real.exp (∑ C ∈ insert B T, K C * spinProd C s)
        = Real.cosh (K B) * ∑ s, χ s * Real.exp (∑ C ∈ T, K C * spinProd C s)
        + Real.sinh (K B) *
          ∑ s, χ s * spinProd B s * Real.exp (∑ C ∈ T, K C * spinProd C s) := by
      rw [Finset.mul_sum, Finset.mul_sum, ← Finset.sum_add_distrib]
      refine Finset.sum_congr rfl fun s _ => ?_
      rw [Finset.sum_insert hB, Real.exp_add, hexp]
      ring
    rw [h]
    exact add_nonneg (mul_nonneg (Real.cosh_pos _).le h1)
      (mul_nonneg (Real.sinh_nonneg_iff.mpr (hK B)) h2)

/-- Two replicas, `s` with couplings `K` and `t` with couplings `J`: if `|J_B| ≤ K_B` for
all `B` and `|ε| ≤ 1`, the weighted sum of `s_A - ε t_A` is nonnegative. -/
theorem replica_nonneg {J K : Finset ι → ℝ} (hJK : ∀ B, |J B| ≤ K B) (A : Finset ι)
    {ε : ℝ} (hε : |ε| ≤ 1) :
    0 ≤ ∑ s : Config ι, ∑ t : Config ι,
      (spinProd A s - ε * spinProd A t) * (weight K s * weight J t) := by
  -- substitute t = s u and sum over s first
  have shift : ∑ s : Config ι, ∑ t : Config ι,
      (spinProd A s - ε * spinProd A t) * (weight K s * weight J t)
      = ∑ u : Config ι, (1 - ε * spinProd A u) * ∑ s : Config ι, spinProd A s *
          Real.exp (∑ B, (K B + J B * spinProd B u) * spinProd B s) := by
    calc _ = ∑ s : Config ι, ∑ u : Config ι,
          (spinProd A s - ε * spinProd A (s * u)) * (weight K s * weight J (s * u)) :=
          Finset.sum_congr rfl fun s _ => (Equiv.sum_comp (Equiv.mulLeft s) (fun t =>
            (spinProd A s - ε * spinProd A t) * (weight K s * weight J t))).symm
      _ = ∑ u : Config ι, ∑ s : Config ι,
          (spinProd A s - ε * spinProd A (s * u)) * (weight K s * weight J (s * u)) :=
          Finset.sum_comm
      _ = _ := by
          refine Finset.sum_congr rfl fun u _ => ?_
          rw [Finset.mul_sum]
          refine Finset.sum_congr rfl fun s _ => ?_
          have hw : weight K s * weight J (s * u)
              = Real.exp (∑ B, (K B + J B * spinProd B u) * spinProd B s) := by
            unfold weight
            rw [← Real.exp_add, ← Finset.sum_add_distrib]
            congr 1
            refine Finset.sum_congr rfl fun B _ => ?_
            rw [spinProd_mul]
            ring
          rw [hw, spinProd_mul]
          ring
  rw [shift]
  refine Finset.sum_nonneg fun u _ => mul_nonneg ?_ ?_
  · have := abs_le.mp hε
    rcases spinProd_eq A u with h | h <;> rw [h] <;> linarith
  · refine ferro_sum_nonneg (fun B => K B + J B * spinProd B u) (fun B => ?_)
      Finset.univ (spinProd A) (spinProd_mul A)
    show 0 ≤ K B + J B * spinProd B u
    have := abs_le.mp (hJK B)
    rcases spinProd_eq B u with h | h <;> rw [h] <;> linarith

/-- If `|J_B| ≤ K_B` for every `B`, each correlation of the model `J` is bounded in
absolute value by the same correlation of the model `K`. -/
theorem abs_corr_le_of_dominated {J K : Finset ι → ℝ} (hJK : ∀ B, |J B| ≤ K B)
    (A : Finset ι) : |corr J A| ≤ corr K A := by
  have key : ∀ ε : ℝ, |ε| ≤ 1 → ε * corr J A ≤ corr K A := by
    intro ε hε
    have h : (∑ s : Config ι, spinProd A s * weight K s) * partitionFn J
        - ε * (partitionFn K * ∑ s : Config ι, spinProd A s * weight J s)
        = ∑ s : Config ι, ∑ t : Config ι,
          (spinProd A s - ε * spinProd A t) * (weight K s * weight J t) := by
      unfold partitionFn
      rw [Finset.sum_mul_sum, Finset.sum_mul_sum, Finset.mul_sum, ← Finset.sum_sub_distrib]
      refine Finset.sum_congr rfl fun s _ => ?_
      rw [Finset.mul_sum, ← Finset.sum_sub_distrib]
      exact Finset.sum_congr rfl fun t _ => by ring
    have h0 := replica_nonneg hJK A hε
    rw [← h] at h0
    unfold corr
    rw [← mul_div_assoc, div_le_div_iff₀ (partitionFn_pos J) (partitionFn_pos K)]
    linarith
  have h1 := key 1 (by simp)
  have h2 := key (-1) (by simp)
  exact abs_le.mpr ⟨by linarith, by linarith⟩

/-- For arbitrary real couplings `J_B`, every correlation satisfies `|⟨s_A⟩_J| ≤ ⟨s_A⟩_|J|`. -/
theorem abs_corr_le_unfrustrated (J : Finset ι → ℝ) (A : Finset ι) :
    |corr J A| ≤ corr (unfrustrated J) A :=
  abs_corr_le_of_dominated (fun _ => le_rfl) A

/-- If one configuration `τ` satisfies every coupling, `J_B τ_B = |J_B|`, then the bound
is an equality for every correlation. -/
theorem abs_corr_eq_of_satisfied (J : Finset ι → ℝ) (τ : Config ι)
    (hτ : ∀ B, J B * spinProd B τ = |J B|) (A : Finset ι) :
    |corr J A| = corr (unfrustrated J) A := by
  -- the gauge transformation s ↦ τ s removes all signs
  have hw : ∀ s, weight J (τ * s) = weight (unfrustrated J) s := by
    intro s
    unfold weight
    congr 1
    refine Finset.sum_congr rfl fun B _ => ?_
    show J B * spinProd B (τ * s) = |J B| * spinProd B s
    rw [spinProd_mul, ← hτ B]
    ring
  have hZ : partitionFn J = partitionFn (unfrustrated J) :=
    (Equiv.sum_comp (Equiv.mulLeft τ) (weight J)).symm.trans
      (Finset.sum_congr rfl fun s _ => hw s)
  have hN : ∑ s : Config ι, spinProd A s * weight J s
      = spinProd A τ * ∑ s : Config ι, spinProd A s * weight (unfrustrated J) s := by
    rw [Finset.mul_sum]
    refine (Equiv.sum_comp (Equiv.mulLeft τ)
      (fun s => spinProd A s * weight J s)).symm.trans (Finset.sum_congr rfl fun s _ => ?_)
    show spinProd A (τ * s) * weight J (τ * s) = _
    rw [hw, spinProd_mul]
    ring
  have hc : corr J A = spinProd A τ * corr (unfrustrated J) A := by
    unfold corr
    rw [hZ, hN, mul_div_assoc]
  have hpos : 0 ≤ corr (unfrustrated J) A :=
    (abs_nonneg _).trans (abs_corr_le_unfrustrated J A)
  rw [hc, abs_mul, abs_of_nonneg hpos]
  rcases spinProd_eq A τ with h | h <;> simp [h]

/-- For any couplings, the three pair correlations among three distinct spins add up to
at least `-1`. -/
theorem triangle_bound (J : Finset ι → ℝ) {i j k : ι} (hij : i ≠ j) (hjk : j ≠ k)
    (hik : i ≠ k) : -1 ≤ corr J {i, j} + corr J {j, k} + corr J {i, k} := by
  unfold corr
  rw [← add_div, ← add_div, le_div_iff₀ (partitionFn_pos J)]
  unfold partitionFn
  rw [Finset.mul_sum, ← Finset.sum_add_distrib, ← Finset.sum_add_distrib]
  refine Finset.sum_le_sum fun s _ => ?_
  -- three Ising spins cannot be pairwise opposite
  have hp : -1 ≤ spinProd {i, j} s + spinProd {j, k} s + spinProd {i, k} s := by
    simp only [spinProd, Finset.prod_pair hij, Finset.prod_pair hjk, Finset.prod_pair hik]
    rcases Int.units_eq_one_or (s i) with h1 | h1 <;>
    rcases Int.units_eq_one_or (s j) with h2 | h2 <;>
    rcases Int.units_eq_one_or (s k) with h3 | h3 <;>
    rw [h1, h2, h3] <;> norm_num
  have hw : 0 ≤ weight J s := (Real.exp_pos _).le
  have := mul_le_mul_of_nonneg_right hp hw
  linarith

end

end FrustrationWeakensCorrelations
```

```lean
#print axioms FrustrationWeakensCorrelations.abs_corr_eq_of_satisfied
-- 'FrustrationWeakensCorrelations.abs_corr_eq_of_satisfied' depends on axioms: [propext, Classical.choice, Quot.sound]
#print axioms FrustrationWeakensCorrelations.triangle_bound
-- 'FrustrationWeakensCorrelations.triangle_bound' depends on axioms: [propext, Classical.choice, Quot.sound]
```

## Competing couplings and their unfrustrated partner

Three spins on a triangle with antiferromagnetic bonds cannot all be antiparallel to one another. Couplings that cannot all be satisfied at once are called frustrated. Could such competition make some correlation stronger than cooperating couplings of the same magnitudes would?

Let each site $i$ of a finite set carry a spin $s_i=\pm1$, and write $s_B=\prod_{i\in B}s_i$, with $s_\emptyset=1$. The correlation of the spins in a set $A$ is

$$\langle s_A\rangle_J=\frac{1}{Z_J}\sum_s s_A\,e^{\sum_B J_B s_B},\qquad Z_J=\sum_s e^{\sum_B J_B s_B}.$$

The answer to the question is no: $|\langle s_A\rangle_J|\le\langle s_A\rangle_{|J|}$ for every $A$.

The couplings are dimensionless, with the energy equal to $-k_BT\sum_B J_Bs_B$, so a positive $J_B$ favours $s_B=1$. One-site sets carry magnetic fields, two-site sets carry exchange bonds, and larger sets carry multi-spin interactions. Fields lose their signs in the comparison model too. The bound does not extend to the connected correlation $\langle s_is_j\rangle-\langle s_i\rangle\langle s_j\rangle$: for two spins with a ferromagnetic bond, it is larger in opposite nonzero fields $h,-h$ than in equal fields $|h|,|h|$.

In Lean, a configuration is a function from the sites `ι` to `ℤˣ`, the integers $1$ and $-1$. The quantities $s_B$, $Z_J$ and $\langle s_A\rangle_J$ are `spinProd B s`, `partitionFn J` and `corr J A`. The function `J : Finset ι → ℝ` gives a coupling to every subset, so an ordinary pair model sets the others to zero and counts each bond once. The name `unfrustrated J` denotes the couplings $|J_B|$ whether or not the original model is frustrated.

The main theorem is `abs_corr_le_unfrustrated`. It follows from `abs_corr_le_of_dominated`, which allows any comparison couplings $K_B\ge|J_B|$. When $0\le J_B\le K_B$, this says that ferromagnetic correlations do not decrease as couplings grow.

For Monte Carlo work on finite classical Ising spin glasses, the inequality gives a consistency check: apart from statistical error, an equilibrium estimate of $\langle s_A\rangle_J$ must respect the bound set by the model with couplings $|J_B|$ at the same temperature. A violation reveals an error, but agreement proves little, since the bound can lie far above the true value, as in the triangle below. Applying it to a real magnet assumes that the magnetic moments can be described as classical two-valued spins and that they are in thermal equilibrium; both assumptions have to be justified separately.

## Ferromagnetic sums are nonnegative

Multiply configurations site by site, so that $(st)_i=s_it_i$. Let $\chi$ be a real function of configurations with $\chi(st)=\chi(s)\chi(t)$; every $s_A$ is an example. The lemma `ferro_sum_nonneg` states that

$$\sum_s\chi(s)\,e^{\sum_{B\in T}K_Bs_B}\ge0\qquad\text{if all }K_B\ge0,$$

where $T$ is any family of sets.

With no couplings, there are two cases. If $\chi=1$ everywhere, the sum counts configurations and is positive. Otherwise some $g$ has $\chi(g)\ne1$. Since $s\mapsto gs$ only permutes the configurations,

$$\sum_s\chi(s)=\sum_s\chi(gs)=\chi(g)\sum_s\chi(s),$$

and the sum vanishes.

Now add one coupling $K_B$. Because $s_B=\pm1$,

$$e^{K_Bs_B}=\cosh K_B+s_B\sinh K_B.$$

The new sum is therefore $\cosh K_B$ times the old sum for $\chi$, plus $\sinh K_B$ times the old sum for $\chi s_B$. Both factors are nonnegative, and $\chi s_B$ is again multiplicative, so both old sums are nonnegative by induction. These are `h1` and `h2` in the code. The induction hypothesis has to hold for all $\chi$ at once, which is why `∀ χ` stands inside the statement being proved by induction.

## Two copies with different couplings

Take a copy $s$ with couplings $K$ and an independent copy $t$ with couplings $J$, where $|J_B|\le K_B$. For a real number $\varepsilon$ with $|\varepsilon|\le1$, consider

$$D=\sum_{s,t}(s_A-\varepsilon t_A)\,e^{\sum_BK_Bs_B+\sum_BJ_Bt_B}.$$

Substitute $t=su$. Then $t_B=s_Bu_B$, and

$$D=\sum_u(1-\varepsilon u_A)\sum_s s_A\,e^{\sum_B(K_B+J_Bu_B)s_B}.$$

The factor $1-\varepsilon u_A$ is nonnegative. For each fixed $u$, the effective couplings satisfy $K_B+J_Bu_B\ge K_B-|J_B|\ge0$, so the inner sum is nonnegative by the previous lemma. Hence $D\ge0$. This is `replica_nonneg`, whose step `shift` performs the substitution.

Expanding the double sum instead gives

$$D=Z_KZ_J\left(\langle s_A\rangle_K-\varepsilon\langle s_A\rangle_J\right).$$

Both partition functions are positive, so $\varepsilon\langle s_A\rangle_J\le\langle s_A\rangle_K$, which is `key` in the code. The values $\varepsilon=1$ and $\varepsilon=-1$ together give $|\langle s_A\rangle_J|\le\langle s_A\rangle_K$, and $K_B=|J_B|$ gives the main theorem.

## Shifting a sum by a configuration

The expression `Equiv.sum_comp (Equiv.mulLeft g)` carries the central changes of variable. Since `ℤˣ` is a group, Mathlib also treats functions into it as a group, with sitewise multiplication. `Equiv.mulLeft g` is the bijection $s\mapsto gs$, and `Equiv.sum_comp` says that a sum over all configurations is unchanged when its variable is transformed by a bijection.

The same device makes the uncoupled sum vanish, replaces $t$ by $su$, and performs the gauge transformation below. This is the benefit of storing spins as units of the integers; the cost is the conversion `((s i : ℤ) : ℝ)` in the definition of `spinProd`.

## Equality without frustration

Suppose one configuration $\tau$ satisfies every coupling, meaning $J_B\tau_B=|J_B|$ for all $B$. Replacing $s$ by $\tau s$ turns each term $J_Bs_B$ into $J_B\tau_Bs_B=|J_B|s_B$. The partition functions of the two models then agree, while the numerator of the correlation acquires a factor $\tau_A$:

$$\langle s_A\rangle_J=\tau_A\langle s_A\rangle_{|J|}.$$

The right-hand correlation is nonnegative by the main theorem, and $|\tau_A|=1$, so the bound is an equality. This is `abs_corr_eq_of_satisfied`; `hw`, `hZ` and `hN` treat the weight, the partition function and the numerator. The condition at $B=\emptyset$ requires $J_\emptyset\ge0$. That coupling is a constant energy without influence on correlations, so it may be set to zero beforehand.

A single spin in a field is the simplest example. With $J_{\{i\}}=h$ and $J_\emptyset=0$, the two sides are $|\tanh h|$ and $\tanh|h|$, which are equal.

## The antiferromagnetic triangle

With pair couplings alone, three spins are the fewest that can be frustrated. Let all three bonds have coupling $-K$ with $K>0$, and let all other couplings vanish. Counting the eight configurations gives, for each pair,

$$\langle s_is_j\rangle_J=-\frac{1-e^{-4K}}{3+e^{-4K}},\qquad
\langle s_is_j\rangle_{|J|}=\frac{1-e^{-4K}}{1+3e^{-4K}}.$$

As $K\to\infty$, the first tends to $-1/3$ and the second to $1$.

The value $-1/3$ reflects a limit that holds for any three distinct spins $i,j,k$ in a finite model, whatever the couplings and the other spins:

$$\langle s_is_j\rangle_J+\langle s_js_k\rangle_J+\langle s_is_k\rangle_J\ge-1.$$

In each configuration the sum $s_is_j+s_js_k+s_is_k$ is $3$ if the three spins agree and $-1$ otherwise, and averaging with positive weights preserves the lower bound. In `triangle_bound`, the step `hp` checks the sign choices, and the remaining lines multiply by the weight and sum over configurations.
